# For a finite Hermitian Hamiltonian, the moments of the local density of states are diagonal elements of its powers

Take two sites with on-site energies 0 and 3 and a hopping of 2 between them, in some unit of energy:

\[
H=\begin{pmatrix}0&2\\2&3\end{pmatrix}.
\]

The eigenvalues are \(4\) and \(-1\), with normalised eigenvectors \((1,2)/\sqrt5\) and \((2,-1)/\sqrt5\). On the first site the two states have weights \(1/5\) and \(4/5\). The mean energy with these weights is \(0=H_{11}\), the mean square is \(16/5+4/5=4=(H^2)_{11}\), and the mean cube is \(64/5-4/5=12=(H^3)_{11}\). If I now set the second on-site energy to 0, the eigenvalues become \(\pm2\) with weights \(1/2\) each, and the same three moments are \(0\), \(4\) and \(0\). The first two have not noticed the change on the neighbouring site, but the third has.

I believe that this is general. The weights \(|\psi_k(i)|^2\) at a site \(i\) should average any real polynomial \(p\) of the energy to \(p(H)_{ii}\), and the low moments should depend only on the surroundings of \(i\). Can both claims be stated precisely, with the number of moments that a given neighbourhood fixes, and proved in a form that a machine has checked?

## Inserting completeness between \(p(H)\) and a site

Yes, for any finite number of sites. Let \(\psi_k\) be orthonormal eigenvectors of \(H\), as many as there are sites, with real energies \(e_k\), and let \(\psi_k(i)\) be the component of \(\psi_k\) on site \(i\):

\[
\sum_i \overline{\psi_k(i)}\,\psi_l(i)=\delta_{kl},\qquad H\psi_k=e_k\psi_k .
\]

The weights at site \(i\) are \(w_k=|\psi_k(i)|^2\), and the local density of states is the set of peaks \(\sum_k w_k\,\delta(E-e_k)\).

Collect the eigenvectors as the columns of a matrix, \(U_{ik}=\psi_k(i)\). Orthonormality says \(U^\dagger U=1\). Since \(U\) is square, also \(UU^\dagger=1\), which is completeness:

\[
\sum_k\psi_k(i)\,\overline{\psi_k(j)}=\delta_{ij}.
\]

Next, \(H^m\psi_k=e_k^m\psi_k\) for every \(m\). This is clear for \(m=0\), and \(H^{m+1}\psi_k=H^m(H\psi_k)=e_kH^m\psi_k=e_k^{m+1}\psi_k\). Adding such terms with real coefficients gives \(p(H)\psi_k=p(e_k)\psi_k\). With completeness inserted,

\[
p(H)_{ij}=\sum_a p(H)_{ia}\,\delta_{aj}
=\sum_k\Big(\sum_a p(H)_{ia}\,\psi_k(a)\Big)\overline{\psi_k(j)}
=\sum_k p(e_k)\,\psi_k(i)\,\overline{\psi_k(j)} .
\]

For \(j=i\) this is the moment theorem,

\[
\sum_k w_k\,p(e_k)=p(H)_{ii}.
\]

The choice \(p=1\) gives \(\sum_k w_k=1\), and each \(w_k\) is nonnegative because it is a squared modulus. The choice \(p(x)=x\) in the formula for general \(i,j\) gives \(H_{ij}=\sum_k e_k\psi_k(i)\overline{\psi_k(j)}\). Exchanging \(i\) and \(j\) and conjugating leaves this sum unchanged because the \(e_k\) are real, so \(H\) is Hermitian.

## A closed path of \(2r\) steps stays within \(r\) hops

For locality, fix a number \(r\), and let \(d(a)\) be the smallest number of hops from \(i\) to site \(a\), or \(r\) if no chain of hops leads there. A hop joins two sites between which \(H\) has a nonzero element. Then \(d(i)=0\), and \(d(b)\le d(a)+1\) whenever \(H_{ab}\neq0\). Let \(H'\) be a second Hamiltonian whose rows agree with those of \(H\) on all sites with \(d(a)<r\).

For \(m\le r\), row \(i\) of \(H^m\) equals row \(i\) of \(H'^m\), and \((H^m)_{ij}\neq0\) only if \(d(j)\le m\). For \(m=0\) both rows are \(\delta_{ij}\), and \(d(i)=0\). For the step to \(m+1\le r\), write

\[
(H^{m+1})_{ij}=\sum_a (H^m)_{ia}H_{aj}.
\]

Only sites with \((H^m)_{ia}\neq0\) contribute. They have \(d(a)\le m<r\), so \(H_{aj}=H'_{aj}\), and the first factor agrees by the induction hypothesis. If the sum is nonzero, some \(a\) has both factors nonzero, and then \(d(j)\le d(a)+1\le m+1\).

Now let \(m\le 2r\) and split it as \(m=s+t\) with \(s,t\le r\). By Hermiticity,

\[
(H^m)_{ii}=\sum_j (H^s)_{ij}(H^t)_{ji}=\sum_j (H^s)_{ij}\,\overline{(H^t)_{ij}} .
\]

Both factors come from row \(i\) of a power no higher than \(r\), so they are the same for \(H'\). Hence the moments at \(i\) agree up to order \(2r\). In your dimer the two Hamiltonians share the row of the first site, so \(r=1\) and the moments agree up to order 2. Your third moments, 12 and 0, show that for \(r=1\) no higher order can be promised.

## The checked file

```lean
import Mathlib

open Matrix Polynomial

namespace LocalDensityOfStates

variable {n : Type*} [Fintype n] [DecidableEq n]

/-- The vectors `ψ k` are orthonormal eigenvectors of `H` with real energies `e k`,
as many as there are sites. -/
structure IsEigenbasis (H : Matrix n n ℂ) (e : n → ℝ) (ψ : n → n → ℂ) : Prop where
  orthonormal : ∀ k l, star (ψ k) ⬝ᵥ ψ l = if k = l then 1 else 0
  eigen : ∀ k, H *ᵥ ψ k = (e k : ℂ) • ψ k

/-- The weight of eigenstate `k` in the local density of states at site `i`. -/
noncomputable def localWeight (ψ : n → n → ℂ) (i k : n) : ℝ := ‖ψ k i‖ ^ 2

/-- For a Hermitian matrix, the eigenvalues and eigenvectors of the spectral theorem
form an eigenbasis. -/
theorem isEigenbasis_witness {H : Matrix n n ℂ} (hH : H.IsHermitian) :
    IsEigenbasis H hH.eigenvalues (fun k => (hH.eigenvectorBasis k).ofLp) where
  orthonormal k l := by
    have h := orthonormal_iff_ite.mp hH.eigenvectorBasis.orthonormal k l
    rw [EuclideanSpace.inner_eq_star_dotProduct, dotProduct_comm] at h
    exact h
  eigen k := by
    have h := hH.mulVec_eigenvectorBasis k
    ext j
    have hj := congrFun h j
    simpa using hj

/-- Completeness: the projectors on the eigenstates add up to the identity. -/
theorem IsEigenbasis.completeness {H : Matrix n n ℂ} {e : n → ℝ} {ψ : n → n → ℂ}
    (h : IsEigenbasis H e ψ) (i j : n) :
    ∑ k, ψ k i * star (ψ k j) = if i = j then 1 else 0 := by
  let U : Matrix n n ℂ := Matrix.of fun i k => ψ k i
  have h1 : Uᴴ * U = 1 := by
    ext k l
    have := h.orthonormal k l
    simpa [U, Matrix.mul_apply, dotProduct, Matrix.one_apply] using this
  -- a left inverse of a square matrix is a right inverse
  have h2 : U * Uᴴ = 1 := mul_eq_one_comm.mp h1
  have h3 := congrFun (congrFun h2 i) j
  simpa [U, Matrix.mul_apply, Matrix.one_apply] using h3

/-- A polynomial of the Hamiltonian acts on an eigenstate as the polynomial of its energy. -/
theorem IsEigenbasis.aeval_mulVec {H : Matrix n n ℂ} {e : n → ℝ} {ψ : n → n → ℂ}
    (h : IsEigenbasis H e ψ) (p : ℝ[X]) (k : n) :
    (aeval H p) *ᵥ ψ k = ((p.eval (e k) : ℝ) : ℂ) • ψ k := by
  have hpow : ∀ m : ℕ, (H ^ m) *ᵥ ψ k = (e k : ℂ) ^ m • ψ k := by
    intro m
    induction m with
    | zero => simp
    | succ m ih =>
      rw [pow_succ, ← Matrix.mulVec_mulVec, h.eigen, Matrix.mulVec_smul, ih, smul_smul,
        pow_succ']
  induction p using Polynomial.induction_on' with
  | add p q hp hq =>
    rw [map_add, Matrix.add_mulVec, hp, hq, Polynomial.eval_add, Complex.ofReal_add, add_smul]
  | monomial m a =>
    rw [Polynomial.aeval_monomial, ← Algebra.smul_def, Matrix.smul_mulVec, hpow,
      Polynomial.eval_monomial]
    ext j
    simp [mul_assoc]

/-- Spectral form of the matrix elements of a polynomial of the Hamiltonian. -/
theorem IsEigenbasis.aeval_apply {H : Matrix n n ℂ} {e : n → ℝ} {ψ : n → n → ℂ}
    (h : IsEigenbasis H e ψ) (p : ℝ[X]) (i j : n) :
    (aeval H p) i j = ∑ k, ((p.eval (e k) : ℝ) : ℂ) * ψ k i * star (ψ k j) := by
  calc (aeval H p) i j = ∑ a, (aeval H p) i a * (if a = j then 1 else 0) := by simp
    _ = ∑ a, ∑ k, (aeval H p) i a * (ψ k a * star (ψ k j)) :=
        -- insert the resolution of the identity
        Finset.sum_congr rfl fun a _ => by rw [← h.completeness a j, Finset.mul_sum]
    _ = ∑ k, ((p.eval (e k) : ℝ) : ℂ) * ψ k i * star (ψ k j) := by
        rw [Finset.sum_comm]
        refine Finset.sum_congr rfl fun k _ => ?_
        have hk := congrFun (h.aeval_mulVec p k) i
        simp only [Matrix.mulVec, dotProduct, Pi.smul_apply, smul_eq_mul] at hk
        rw [← hk, Finset.sum_mul]
        exact Finset.sum_congr rfl fun a _ => by ring

/-- A matrix with an orthonormal eigenbasis and real energies is Hermitian. -/
theorem IsEigenbasis.isHermitian {H : Matrix n n ℂ} {e : n → ℝ} {ψ : n → n → ℂ}
    (h : IsEigenbasis H e ψ) : H.IsHermitian := by
  have h1 := h.aeval_apply X
  simp only [aeval_X, eval_X] at h1
  ext i j
  rw [Matrix.conjTranspose_apply, h1 j i, h1 i j, star_sum]
  refine Finset.sum_congr rfl fun k _ => ?_
  simp only [star_mul', star_star]
  rw [show star (e k : ℂ) = (e k : ℂ) from Complex.conj_ofReal _]
  ring

/-- Moment theorem: the local weights at site `i` are nonnegative, sum to one, and average
every real polynomial of the energy to the diagonal element of that polynomial of `H`. -/
theorem moment_theorem {H : Matrix n n ℂ} {e : n → ℝ} {ψ : n → n → ℂ}
    (h : IsEigenbasis H e ψ) (i : n) :
    (∀ k, 0 ≤ localWeight ψ i k) ∧ ∑ k, localWeight ψ i k = 1 ∧
      ∀ p : ℝ[X], ((∑ k, localWeight ψ i k * p.eval (e k) : ℝ) : ℂ) = (aeval H p) i i := by
  have key : ∀ p : ℝ[X],
      ((∑ k, localWeight ψ i k * p.eval (e k) : ℝ) : ℂ) = (aeval H p) i i := by
    intro p
    rw [h.aeval_apply, Complex.ofReal_sum]
    refine Finset.sum_congr rfl fun k _ => ?_
    have hw : ψ k i * star (ψ k i) = ((localWeight ψ i k : ℝ) : ℂ) := by
      rw [localWeight, ← Complex.normSq_eq_norm_sq]
      exact Complex.mul_conj _
    rw [mul_assoc, hw, Complex.ofReal_mul, mul_comm]
  refine ⟨fun k => sq_nonneg _, ?_, key⟩
  -- normalisation is the moment of the constant polynomial
  have h1 := key 1
  simp only [Polynomial.eval_one, mul_one, map_one, Matrix.one_apply_eq] at h1
  exact_mod_cast h1

/-- If `H` and `H'` agree on the rows of all sites fewer than `r` hops from `i`, then row `i`
of their `m`-th powers agrees for `m ≤ r`, and that of `H` reaches at most `m` hops. -/
theorem pow_row_local {H H' : Matrix n n ℂ} {i : n} {d : n → ℕ} {r : ℕ} (hi : d i = 0)
    (hhop : ∀ a b, H a b ≠ 0 → d b ≤ d a + 1)
    (hagree : ∀ a, d a < r → ∀ b, H a b = H' a b) (m : ℕ) (hm : m ≤ r) :
    ∀ j, (H ^ m) i j = (H' ^ m) i j ∧ ((H ^ m) i j ≠ 0 → d j ≤ m) := by
  induction m with
  | zero =>
    intro j
    refine ⟨by simp, fun hj => ?_⟩
    by_cases hij : i = j
    · subst hij
      omega
    · exact absurd (by simp [hij]) hj
  | succ m ih =>
    have ih' := ih (by omega)
    intro j
    rw [pow_succ, pow_succ, Matrix.mul_apply, Matrix.mul_apply]
    refine ⟨Finset.sum_congr rfl fun a _ => ?_, fun hj => ?_⟩
    · rw [← (ih' a).1]
      by_cases h0 : (H ^ m) i a = 0
      · simp [h0]
      · rw [hagree a (lt_of_le_of_lt ((ih' a).2 h0) (by omega)) j]
    · obtain ⟨a, _, ha⟩ := Finset.exists_ne_zero_of_sum_ne_zero hj
      have h1 := (ih' a).2 (left_ne_zero_of_mul ha)
      have h2 := hhop a j (right_ne_zero_of_mul ha)
      omega

/-- Locality of the moments: if two Hamiltonians agree on the rows of all sites fewer than `r`
hops from `i`, their local densities of states at `i` have equal moments up to order `2 * r`. -/
theorem moments_eq_of_agree_near {H H' : Matrix n n ℂ} {e e' : n → ℝ} {ψ ψ' : n → n → ℂ}
    (h : IsEigenbasis H e ψ) (h' : IsEigenbasis H' e' ψ') {i : n} {d : n → ℕ} {r : ℕ}
    (hi : d i = 0) (hhop : ∀ a b, H a b ≠ 0 → d b ≤ d a + 1)
    (hagree : ∀ a, d a < r → ∀ b, H a b = H' a b) (m : ℕ) (hm : m ≤ 2 * r) :
    ∑ k, localWeight ψ i k * e k ^ m = ∑ k, localWeight ψ' i k * e' k ^ m := by
  have key : (H ^ m) i i = (H' ^ m) i i := by
    -- split the closed path into an outward and a return half
    obtain ⟨s, t, hs, ht, rfl⟩ : ∃ s t, s ≤ r ∧ t ≤ r ∧ m = s + t :=
      ⟨m / 2, m - m / 2, by omega, by omega, by omega⟩
    rw [pow_add, pow_add, Matrix.mul_apply, Matrix.mul_apply]
    refine Finset.sum_congr rfl fun j _ => ?_
    have hS := (pow_row_local hi hhop hagree s hs j).1
    have hT := (pow_row_local hi hhop hagree t ht j).1
    -- the return half is the conjugate of an outward half
    have hR : (H ^ t) j i = (H' ^ t) j i := by
      have h1 := (h.isHermitian.pow t).apply j i
      have h2 := (h'.isHermitian.pow t).apply j i
      exact h1.symm.trans ((congrArg star hT).trans h2)
    rw [hS, hR]
  have h1 := (moment_theorem h i).2.2 (X ^ m)
  have h2 := (moment_theorem h' i).2.2 (X ^ m)
  simp only [map_pow, aeval_X, eval_pow, eval_X] at h1 h2
  exact Complex.ofReal_injective (h1.trans (key.trans h2.symm))

end LocalDensityOfStates
```

```lean
#print axioms LocalDensityOfStates.moments_eq_of_agree_near
```

```
'LocalDensityOfStates.moments_eq_of_agree_near' depends on axioms: [propext, Classical.choice, Quot.sound]
```

## How the Lean statements describe the physics

The type `n` is the finite set of sites, and `H : Matrix n n ℂ` is the Hamiltonian in an orthonormal site basis. The structure `IsEigenbasis H e ψ` holds the two conditions on the eigenvectors: `orthonormal`, with the complex conjugate on the first vector, and `eigen`. The eigenstates are labelled by the same type `n` as the sites, so there are as many of them as there are sites. In `ψ k i` the state comes first and the site second, whereas `localWeight ψ i k` takes the site first. The energies have type `n → ℝ`, so they are real by assumption, and they may be degenerate.

Hermiticity is not a field of the structure. `IsEigenbasis.isHermitian` derives it, and `isEigenbasis_witness` goes the other way: every Hermitian matrix has such an eigenbasis. Together they make the theorems that assume an eigenbasis statements about exactly the Hermitian matrices.

`moment_theorem` has three parts for each site `i`: the weights are nonnegative, they sum to one, and for every `p : ℝ[X]` the weighted sum of `p.eval (e k)` equals `(aeval H p) i i`. Here `aeval H p` is \(p(H)\), with the constant term multiplying the identity matrix. The left side is a real number regarded as complex, so the equation also says that the diagonal element is real.

`moments_eq_of_agree_near` compares two Hamiltonians on the same sites, each with its own eigenbasis. The function `d : n → ℕ` is restricted only by `hi` and `hhop`, which are the two properties of a hop count used above. The hop condition is imposed on `H` alone. The hypothesis `hagree` asks for equal rows on all sites with `d a < r`. These rows contain the on-site energies of the sites closer than `r` and all hoppings that start from them, including those to sites at distance `r`; the on-site energies at distance `r` are free. For `r = 0` nothing is assumed to agree, and the conclusion is only that both sets of weights have the same sum.

The statements concern finite matrices, so infinite lattices and continuous spectra are not covered, nor are non-orthogonal orbitals with an overlap matrix. Equal moments up to order \(2r\) also do not make the two densities close at each energy.

For a finite, non-interacting tight-binding model, the moment theorem means that moments of the local density of states can be obtained by applying \(H\) repeatedly to a vector on one site, without diagonalisation. The locality theorem gives, for the same kind of model, a sufficient cluster size: a cluster that keeps all sites within \(r\) hops of \(i\), with their on-site energies and the hoppings among them unchanged, has the same moments at \(i\) up to order \(2r\) as the larger system. Such a cluster also keeps the moment of order \(2r+1\), which the Lean theorem does not state: a closed path of \(2r+1\) steps from \(i\) still stays within \(r\) hops, and all matrix elements among these sites are unchanged. To apply the Lean statement, keep the other sites in `n` and set their hoppings to zero in `H'`, which leaves the moments at \(i\) those of the cluster.

## How the proof follows the derivation

`IsEigenbasis.completeness` builds the matrix `U` and reads orthonormality as `Uᴴ * U = 1`. The lemma `mul_eq_one_comm` turns this into `U * Uᴴ = 1`, which is the step that needs a square matrix.

`IsEigenbasis.aeval_mulVec` proves the action of \(p(H)\) on an eigenstate. Its inner statement `hpow` is the induction on powers. `Polynomial.induction_on'` then reduces a general polynomial to two cases, a sum of polynomials and a single monomial.

`IsEigenbasis.aeval_apply` is the displayed calculation of \(p(H)_{ij}\). Its `calc` block starts with the Kronecker delta, replaces it by the completeness sum, and exchanges the two sums with `Finset.sum_comm`. The inner sum is then the action of \(p(H)\) on \(\psi_k\). `IsEigenbasis.isHermitian` applies this formula to the polynomial `X` and compares the two conjugate expressions term by term.

In `moment_theorem`, the intermediate statement `key` is the case \(j=i\), where `hw` identifies \(\psi_k(i)\overline{\psi_k(i)}\) with the weight. Normalisation is `key 1`, carried back from complex to real numbers by `exact_mod_cast`.

`pow_row_local` proves the two row statements in a single induction, because the agreement of the next power needs the bound on how far the present one reaches. The case distinction on `(H ^ m) i a = 0` discards the sites that do not contribute, and `omega` settles the inequalities between hop numbers. For the reach of the next power, `Finset.exists_ne_zero_of_sum_ne_zero` supplies the intermediate site \(a\) with a nonzero term.

`moments_eq_of_agree_near` splits `m` into `m / 2` and `m - m / 2`, both at most `r`. The equalities `hS` and `hT` come from `pow_row_local`, and `hR` turns the second into a statement about column \(i\) through the Hermiticity of the powers. This gives equal diagonal elements of \(H^m\) and \(H'^m\). Applying `moment_theorem` to `X ^ m` for each Hamiltonian converts them into the two moments, and `Complex.ofReal_injective` returns the equality to the real numbers.
